# Completing the square in the quadratic form of H − bS for an orbital of energy b coupled to levels at other energies

One normalised orbital of energy b has real couplings hᵢ to, and overlaps sᵢ with, finitely many orthonormal, mutually uncoupled levels of energies eᵢ, none equal to b. With H the Hamiltonian matrix and S the overlap matrix, the theorem says that for every real coefficient vector v, with v₀ on the orbital and vᵢ on the levels, vᵀ(H − bS)v equals v₀² ∑ᵢ (hᵢ − b sᵢ)²/(b − eᵢ) plus ∑ᵢ (eᵢ − b)(vᵢ + (hᵢ − b sᵢ)v₀/(eᵢ − b))². The vector need not be normalised; where vᵀSv is positive, dividing the form by it gives the energy expectation value less b. The proof first computes the orbital component of (H − bS)v in `h1` and the level components in `h2`, then compares the two sides level by level.

The first attempt, which Lean rejects:

```lean
import Mathlib

open Matrix

namespace FormCompleted

noncomputable section

variable {n : ℕ}

/-- The Hamiltonian matrix of one orbital of energy `b` coupled by `h i` to mutually
uncoupled levels `e i`. -/
def hamiltonian (b : ℝ) (e h : Fin n → ℝ) : Matrix (Unit ⊕ Fin n) (Unit ⊕ Fin n) ℝ :=
  fromBlocks (of fun _ _ => b) (of fun _ i => h i) (of fun i _ => h i) (diagonal e)

/-- The overlap matrix of a normalised orbital that overlaps by `s i` with orthonormal levels. -/
def overlap (s : Fin n → ℝ) : Matrix (Unit ⊕ Fin n) (Unit ⊕ Fin n) ℝ :=
  fromBlocks 1 (of fun _ i => s i) (of fun i _ => s i) 1

/-- The interaction sum `∑ (h i - b s i)² / (b - e i)`, for levels `e i` different from `b`. -/
def interactionSum (b : ℝ) (e h s : Fin n → ℝ) : ℝ :=
  ∑ i, (h i - b * s i) ^ 2 / (b - e i)

/-- If no level equals `b`, completing the square splits the form of `H - b S` into the interaction
sum times the squared coefficient of the orbital and, for each level, a square multiplied by
`e i - b`. -/
theorem form_completed {b : ℝ} {e : Fin n → ℝ} (h s : Fin n → ℝ) (he : ∀ i, e i ≠ b)
    (v : Unit ⊕ Fin n → ℝ) :
    v ⬝ᵥ ((hamiltonian b e h - b • overlap s) *ᵥ v) =
      interactionSum b e h s * v (Sum.inl ()) ^ 2 + ∑ i, (e i - b) *
        (v (Sum.inr i) + (h i - b * s i) / (e i - b) * v (Sum.inl ())) ^ 2 := by
  have h1 : ((hamiltonian b e h - b • overlap s) *ᵥ v) (Sum.inl ()) =
      ∑ i, (h i - b * s i) * v (Sum.inr i) := by
    simp [Matrix.mulVec, dotProduct, hamiltonian, overlap]
  have h2 : ∀ i, ((hamiltonian b e h - b • overlap s) *ᵥ v) (Sum.inr i) =
      (h i - b * s i) * v (Sum.inl ()) + (e i - b) * v (Sum.inr i) := by
    intro i
    simp [Matrix.mulVec, dotProduct, hamiltonian, overlap, Matrix.diagonal_apply,
      Matrix.one_apply, sub_mul, Finset.sum_sub_distrib]
  rw [dotProduct, Fintype.sum_sum_type, Fintype.sum_unique]
  change v (Sum.inl ()) * ((hamiltonian b e h - b • overlap s) *ᵥ v) (Sum.inl ()) + _ = _
  simp only [h1, h2, interactionSum]
  rw [Finset.mul_sum, Finset.sum_mul, ← Finset.sum_add_distrib, ← Finset.sum_add_distrib]
  refine Finset.sum_congr rfl fun i _ => ?_
  have hd : e i - b ≠ 0 := sub_ne_zero.mpr (he i)
  rw [show b - e i = -(e i - b) by ring, div_neg]
  field_simp
  ring

end

end FormCompleted
```

Messages:

```
Main.lean:36:70: error: unsolved goals
n : ℕ
b : ℝ
e h s : Fin n → ℝ
he : ∀ (i : Fin n), e i ≠ b
v : Unit ⊕ Fin n → ℝ
h1 : ((hamiltonian b e h - b • overlap s) *ᵥ v) (Sum.inl ()) = ∑ i, (h i - b * s i) * v (Sum.inr i)
i : Fin n
⊢ h i * v (Sum.inl PUnit.unit) + e i * v (Sum.inr i) - (b * s i * v (Sum.inl PUnit.unit) + b * v (Sum.inr i)) =
    h i * v (Sum.inl ()) - b * s i * v (Sum.inl ()) + (e i * v (Sum.inr i) - b * v (Sum.inr i))
```

Diagnosis. The one error is in `h2`, the formula for the level components of (H − bS)v. There `simp` works out the matrix entries and sums, but does not close the goal. What remains is a true identity whose two sides hold the same four products, grouped differently. The left side is the contribution of H minus that of bS, in the shape `a + c - (d + f)`; the right side, its brackets expanded by `sub_mul`, has the shape `a - d + (c - f)`. The simplification rules used here do not bring these two groupings to a common form.

The added `ring` proves the identity, since it normalises both sides as polynomials and so disregards the grouping. The goal also shows `PUnit.unit` on one side and `()` on the other, but these are the same element by definition and do not hinder `ring`.

The other changes are mere tidying: the prefix `Matrix.` is dropped from several names, which `open Matrix` makes unnecessary, and the `simp` list is laid out afresh.

Lean accepts the file once it reads:

```diff
@@ -32,10 +32,11 @@
   have h1 : ((hamiltonian b e h - b • overlap s) *ᵥ v) (Sum.inl ()) =
       ∑ i, (h i - b * s i) * v (Sum.inr i) := by
-    simp [Matrix.mulVec, dotProduct, hamiltonian, overlap]
+    simp [mulVec, dotProduct, hamiltonian, overlap]
   have h2 : ∀ i, ((hamiltonian b e h - b • overlap s) *ᵥ v) (Sum.inr i) =
       (h i - b * s i) * v (Sum.inl ()) + (e i - b) * v (Sum.inr i) := by
     intro i
-    simp [Matrix.mulVec, dotProduct, hamiltonian, overlap, Matrix.diagonal_apply,
-      Matrix.one_apply, sub_mul, Finset.sum_sub_distrib]
+    simp [mulVec, dotProduct, hamiltonian, overlap, diagonal_apply, one_apply, sub_mul,
+      Finset.sum_sub_distrib]
+    ring
   rw [dotProduct, Fintype.sum_sum_type, Fintype.sum_unique]
   change v (Sum.inl ()) * ((hamiltonian b e h - b • overlap s) *ᵥ v) (Sum.inl ()) + _ = _
```
